# Bounds on an unknown C₆ coefficient from a reference atom, for finite dipole spectra

Two neutral atoms A and B in spherically symmetric ground states, far apart but close enough for retardation to be negligible, attract each other at distance r with the leading energy −C_AB/r⁶. Suppose that C_AB is unknown, but that both atoms have been studied against a third atom R, and that the like-pair coefficients C_AA, C_BB and C_RR are known as well. How much do these five numbers say about C_AB? For atoms described by finitely many dipole transitions, they confine it to an explicit interval. Here R always names the reference atom, never a distance.

## Atoms as lists of transitions

```lean
import Mathlib

open MeasureTheory Set

namespace DispersionReferenceAtom

noncomputable section
```

These lines load the mathematics library Mathlib and open a namespace for the definitions.

```lean
/-- An atom described by finitely many dipole transitions with positive oscillator
strengths `f` and positive frequencies `w`. -/
structure Atom where
  n : ℕ
  f : Fin n → ℝ
  w : Fin n → ℝ
  f_pos : ∀ i, 0 < f i
  w_pos : ∀ i, 0 < w i
```

An `Atom` consists of a number `n` of transitions, their oscillator strengths `f` and their frequencies `w`. The type `Fin n` holds the indices 0, …, n−1. The last two fields are proofs that all strengths and frequencies are positive, as they are for an atom in its ground state, where every dipole transition goes upward. The list may be empty.

A real atom also has a continuous spectrum. Replacing it by finitely many transitions is the step from this model to the laboratory that the hypotheses do not justify.

```lean
/-- The dispersion coefficient of two atoms as a double sum over their transitions. -/
def c6 (A B : Atom) : ℝ :=
  3 / 2 * ∑ i, ∑ j, A.f i * B.f j / (A.w i * B.w j * (A.w i + B.w j))
```

Write f_i, w_i for the strengths and frequencies of A, and g_j, v_j for those of B. In atomic units the definition is London's sum:

C_AB = (3/2) Σ_i Σ_j f_i g_j / (w_i v_j (w_i + v_j))

```lean
/-- The dipole correlation function in imaginary time, up to a constant factor. -/
def corr (A : Atom) (t : ℝ) : ℝ := ∑ i, A.f i / A.w i * Real.exp (-A.w i * t)
```

This is φ_A(t) = Σ_i (f_i/w_i) e^(−w_i t). Since f_i/w_i is proportional to a squared transition dipole, φ_A is the dipole correlation function in imaginary time t, up to a constant.

```lean
/-- The non-interacting pair of two atoms, whose transitions are those of both. -/
def Atom.combine (A B : Atom) : Atom where
  n := A.n + B.n
  f := Fin.append A.f B.f
  w := Fin.append A.w B.w
  f_pos := fun i => by
    induction i using Fin.addCases with
    | left i => rw [Fin.append_left]; exact A.f_pos i
    | right i => rw [Fin.append_right]; exact B.f_pos i
  w_pos := fun i => by
    induction i using Fin.addCases with
    | left i => rw [Fin.append_left]; exact A.w_pos i
    | right i => rw [Fin.append_right]; exact B.w_pos i
```

`A.combine B` joins the two lists of transitions. It describes a non-interacting pair treated as one object; `Fin.append` does the joining, and the remaining lines check positivity.

## The coefficient as an overlap integral

```lean
/-- The product of two dipole correlation functions is integrable over positive imaginary
time, and 3/2 times its integral is the dispersion coefficient. -/
theorem c6_eq_integral (A B : Atom) :
    Integrable (fun t => corr A t * corr B t) (volume.restrict (Ioi 0)) ∧
      c6 A B = 3 / 2 * ∫ t in Ioi (0 : ℝ), corr A t * corr B t := by
  -- the product is a double sum of decaying exponentials
  have hprod : (fun t => corr A t * corr B t) = fun t => ∑ i, ∑ j,
      (A.f i / A.w i * (B.f j / B.w j)) * Real.exp (-(A.w i + B.w j) * t) := by
    funext t
    unfold corr
    rw [Finset.sum_mul_sum]
    refine Finset.sum_congr rfl fun i _ => Finset.sum_congr rfl fun j _ => ?_
    rw [show -(A.w i + B.w j) * t = -A.w i * t + -B.w j * t by ring, Real.exp_add]
    ring
  have hint : ∀ i j, Integrable (fun t => (A.f i / A.w i * (B.f j / B.w j)) *
      Real.exp (-(A.w i + B.w j) * t)) (volume.restrict (Ioi 0)) := fun i j =>
    Integrable.const_mul
      (exp_neg_integrableOn_Ioi 0 (add_pos (A.w_pos i) (B.w_pos j))) _
  rw [hprod]
  refine ⟨MeasureTheory.integrable_finsetSum _ fun i _ => MeasureTheory.integrable_finsetSum _ fun j _ => hint i j, ?_⟩
  rw [MeasureTheory.integral_finsetSum _ fun i _ => MeasureTheory.integrable_finsetSum _ fun j _ => hint i j]
  unfold c6
  congr 1
  refine Finset.sum_congr rfl fun i _ => ?_
  rw [MeasureTheory.integral_finsetSum _ fun j _ => hint i j]
  refine Finset.sum_congr rfl fun j _ => ?_
  have hA := A.w_pos i
  have hB := B.w_pos j
  have hs : -(A.w i + B.w j) < 0 := by linarith
  rw [integral_const_mul, integral_exp_mul_Ioi hs, mul_zero, Real.exp_zero, neg_div_neg_eq,
    div_mul_div_comm, div_mul_div_comm, mul_one]
```

A theorem in Lean is a name, its variables, a statement after the colon and a proof after `:=`. This statement has two parts: φ_A φ_B is integrable over t > 0 (the set `Ioi 0`), and

C_AB = (3/2) ∫₀^∞ φ_A(t) φ_B(t) dt

By hand, multiply the two sums:

φ_A(t) φ_B(t) = Σ_i Σ_j (f_i g_j / (w_i v_j)) e^(−(w_i + v_j)t)

Each exponential decays and integrates to 1/(w_i + v_j), which gives London's sum. In the proof, `hprod` is the multiplication and `hint` the integrability of each term, which permits exchanging sum and integral.

```lean
/-- The matrix of dispersion coefficients of any finite family of atoms is positive
semidefinite. -/
theorem c6_form_nonneg {m : ℕ} (X : Fin m → Atom) (c : Fin m → ℝ) :
    0 ≤ ∑ k, ∑ l, c k * c l * c6 (X k) (X l) := by
  have hint : ∀ k l, Integrable (fun t => c k * c l * (corr (X k) t * corr (X l) t))
      (volume.restrict (Ioi 0)) := fun k l => (c6_eq_integral (X k) (X l)).1.const_mul _
  -- the quadratic form is the integral of a square
  have hsq : (fun t => (∑ k, c k * corr (X k) t) ^ 2) =
      fun t => ∑ k, ∑ l, c k * c l * (corr (X k) t * corr (X l) t) := by
    funext t
    rw [sq, Finset.sum_mul_sum]
    refine Finset.sum_congr rfl fun k _ => Finset.sum_congr rfl fun l _ => ?_
    ring
  have h : ∑ k, ∑ l, c k * c l * c6 (X k) (X l) =
      3 / 2 * ∫ t in Ioi (0 : ℝ), (∑ k, c k * corr (X k) t) ^ 2 := by
    rw [hsq, MeasureTheory.integral_finsetSum _ fun k _ => MeasureTheory.integrable_finsetSum _ fun l _ => hint k l,
      Finset.mul_sum]
    refine Finset.sum_congr rfl fun k _ => ?_
    rw [MeasureTheory.integral_finsetSum _ fun l _ => hint k l, Finset.mul_sum]
    refine Finset.sum_congr rfl fun l _ => ?_
    rw [integral_const_mul, (c6_eq_integral (X k) (X l)).2]
    ring
  rw [h]
  exact mul_nonneg (by norm_num) (integral_nonneg fun t => sq_nonneg _)
```

For atoms X_k and real numbers c_k, with C_kl the coefficient of X_k and X_l, the theorem says

Σ_k Σ_l c_k c_l C_kl = (3/2) ∫₀^∞ (Σ_k c_k φ_k(t))² dt ≥ 0

where φ_k is the correlation function of X_k. The matrix of coefficients is thus positive semidefinite. The step `hsq` expands the square, and `h` integrates it term by term.

## Symmetry, positivity and two atoms

```lean
/-- The dispersion coefficient does not depend on the order of the two atoms. -/
theorem c6_symm (A B : Atom) : c6 A B = c6 B A := by
  unfold c6
  rw [Finset.sum_comm]
  congr 1
  refine Finset.sum_congr rfl fun j _ => Finset.sum_congr rfl fun i _ => ?_
  rw [mul_comm (A.f i), mul_comm (A.w i), add_comm (A.w i)]
```

Exchanging the two sums gives C_AB = C_BA.

```lean
/-- Two atoms with at least one transition each have a positive dispersion coefficient. -/
theorem c6_pos (A B : Atom) (hA : 0 < A.n) (hB : 0 < B.n) : 0 < c6 A B := by
  have : Nonempty (Fin A.n) := ⟨⟨0, hA⟩⟩
  have : Nonempty (Fin B.n) := ⟨⟨0, hB⟩⟩
  refine mul_pos (by norm_num) (Finset.sum_pos (fun i _ => Finset.sum_pos (fun j _ => ?_)
    Finset.univ_nonempty) Finset.univ_nonempty)
  exact div_pos (mul_pos (A.f_pos i) (B.f_pos j))
    (mul_pos (mul_pos (A.w_pos i) (B.w_pos j)) (add_pos (A.w_pos i) (B.w_pos j)))
```

If both atoms have at least one transition, C_AB is a nonempty sum of positive terms, so it is positive.

```lean
/-- The squared dispersion coefficient of two atoms is at most the product of their
like-pair coefficients. -/
theorem c6_sq_le (A B : Atom) : c6 A B ^ 2 ≤ c6 A A * c6 B B := by
  have h : ∀ x : ℝ, 0 ≤ c6 B B * (x * x) + 2 * c6 A B * x + c6 A A := fun x => by
    have := c6_form_nonneg ![A, B] ![1, x]
    simp only [Fin.sum_univ_two, Matrix.cons_val_zero, Matrix.cons_val_one,
      c6_symm B A] at this
    linarith
  have hd := discrim_le_zero h
  unfold discrim at hd
  linarith
```

This is the Cauchy–Schwarz inequality C_AB² ≤ C_AA C_BB. Apply the positivity of the quadratic form to A and B with weights 1 and x:

0 ≤ C_BB x² + 2 C_AB x + C_AA for every real x

A quadratic that is never negative has discriminant at most zero, so 4 C_AB² − 4 C_AA C_BB ≤ 0. If C_BB = 0, the expression is linear in x and can stay nonnegative only if C_AB = 0, so the inequality still holds. The library lemma `discrim_le_zero` includes this case.

## Three atoms

```lean
/-- The like-pair coefficients and the measurements against a reference atom `R` limit how far the
product `C_AB C_RR` can deviate from `C_AR C_BR`. -/
theorem c6_reference_bound (A B R : Atom) :
    |c6 A B * c6 R R - c6 A R * c6 B R| ≤
      √((c6 A A * c6 R R - c6 A R ^ 2) * (c6 B B * c6 R R - c6 B R ^ 2)) := by
  apply Real.abs_le_sqrt
  have hAR := c6_sq_le A R
  have hBR := c6_sq_le B R
  rcases Nat.eq_zero_or_pos R.n with h0 | hn
  · -- a reference without transitions has vanishing coefficients
    have hR : c6 R R = 0 := by
      have : IsEmpty (Fin R.n) := by rw [h0]; infer_instance
      simp [c6]
    rw [hR, mul_zero] at hAR hBR
    have ha : c6 A R = 0 := pow_eq_zero_iff two_ne_zero |>.mp (le_antisymm hAR (sq_nonneg _))
    have hb : c6 B R = 0 := pow_eq_zero_iff two_ne_zero |>.mp (le_antisymm hBR (sq_nonneg _))
    simp [hR, ha, hb]
  · have hR := c6_pos R R hn hn
    -- project out the component along R, then take the discriminant
    have h : ∀ x : ℝ, 0 ≤ (c6 B B * c6 R R - c6 B R ^ 2) * (x * x) +
        2 * (c6 A B * c6 R R - c6 A R * c6 B R) * x + (c6 A A * c6 R R - c6 A R ^ 2) := by
      intro x
      have := c6_form_nonneg ![A, B, R] ![c6 R R, x * c6 R R, -(c6 A R + x * c6 B R)]
      simp only [Fin.sum_univ_three, Matrix.cons_val, c6_symm B A, c6_symm R A,
        c6_symm R B] at this
      refine (mul_nonneg_iff_of_pos_left hR).mp ?_
      linarith
    have hd := discrim_le_zero h
    unfold discrim at hd
    linarith
```

Introduce the abbreviations

P = C_AA C_RR − C_AR²
Q = C_BB C_RR − C_BR²
S = C_AB C_RR − C_AR C_BR

The theorem states |S| ≤ √(PQ). By the two-atom inequality, P and Q are nonnegative.

If R has no transitions, C_RR, C_AR and C_BR vanish and both sides are zero. Otherwise C_RR > 0. Take the combination φ_A + x φ_B, subtract its component along φ_R, and multiply by C_RR to avoid fractions. The weights of A, B and R are then

C_RR, x C_RR, −(C_AR + x C_BR)

Inserting them in the quadratic form gives

C_RR² (C_AA + 2x C_AB + x² C_BB) − C_RR (C_AR + x C_BR)² = C_RR (Q x² + 2 S x + P)

This is nonnegative for every x. Dividing by C_RR and taking the discriminant yields S² ≤ PQ, hence the claim. In Lean, `Real.abs_le_sqrt` first reduces the goal to S² ≤ PQ, `rcases` separates the two cases, and `h` is the nonnegative quadratic.

```lean
/-- If the reference atom has at least one transition, the unknown coefficient `C_AB` lies in
an interval fixed by the like-pair coefficients and the measurements against `R`. -/
theorem c6_mem_interval (A B R : Atom) (hR : 0 < R.n) :
    c6 A B ∈ Icc
      ((c6 A R * c6 B R -
        √((c6 A A * c6 R R - c6 A R ^ 2) * (c6 B B * c6 R R - c6 B R ^ 2))) / c6 R R)
      ((c6 A R * c6 B R +
        √((c6 A A * c6 R R - c6 A R ^ 2) * (c6 B B * c6 R R - c6 B R ^ 2))) / c6 R R) := by
  have hpos := c6_pos R R hR hR
  obtain ⟨h1, h2⟩ := abs_le.mp (c6_reference_bound A B R)
  constructor
  · rw [div_le_iff₀ hpos]
    linarith
  · rw [le_div_iff₀ hpos]
    linarith
```

The hypothesis `hR` says that R has at least one transition, and `Icc` is a closed interval. Writing the bound as −√(PQ) ≤ S ≤ √(PQ), adding C_AR C_BR and dividing by C_RR > 0 gives

(C_AR C_BR − √(PQ))/C_RR ≤ C_AB ≤ (C_AR C_BR + √(PQ))/C_RR

In electronic-structure work, C₆ coefficients computed with London's sum from one fixed finite set of transitions per atom, all with positive strengths and frequencies, obey this inequality up to rounding errors.

## A reference that reaches the lower end

```lean
/-- The dispersion coefficient of a non-interacting pair with a third atom is the sum of the
coefficients of its members. -/
theorem c6_combine (A B X : Atom) : c6 (A.combine B) X = c6 A X + c6 B X := by
  have h := Fin.sum_univ_add (fun i : Fin (A.n + B.n) => ∑ j,
    Fin.append A.f B.f i * X.f j /
      (Fin.append A.w B.w i * X.w j * (Fin.append A.w B.w i + X.w j)))
  simp only [Fin.append_left, Fin.append_right] at h
  unfold c6
  rw [← mul_add]
  exact congrArg (fun z => (3 / 2 : ℝ) * z) h
```

A sum over the joined list splits into the sums over its two parts. The coefficient of the pair with a third atom X is therefore C_AX + C_BX.

```lean
/-- The lower bound is attained when the reference is the non-interacting pair of `A`
and `B`. -/
theorem lower_bound_attained (A B : Atom) :
    c6 A B * c6 (A.combine B) (A.combine B) - c6 A (A.combine B) * c6 B (A.combine B) =
      -√((c6 A A * c6 (A.combine B) (A.combine B) - c6 A (A.combine B) ^ 2) *
        (c6 B B * c6 (A.combine B) (A.combine B) - c6 B (A.combine B) ^ 2)) := by
  have hA : c6 A (A.combine B) = c6 A A + c6 A B := by
    rw [c6_symm, c6_combine, c6_symm B A]
  have hB : c6 B (A.combine B) = c6 A B + c6 B B := by
    rw [c6_symm, c6_combine]
  have hD : 0 ≤ c6 A A * c6 B B - c6 A B ^ 2 := sub_nonneg.mpr (c6_sq_le A B)
  rw [c6_combine A B (A.combine B), hA, hB]
  -- both factors under the root are equal
  have e1 : c6 A A * (c6 A A + c6 A B + (c6 A B + c6 B B)) - (c6 A A + c6 A B) ^ 2 =
      c6 A A * c6 B B - c6 A B ^ 2 := by ring
  have e2 : c6 B B * (c6 A A + c6 A B + (c6 A B + c6 B B)) - (c6 A B + c6 B B) ^ 2 =
      c6 A A * c6 B B - c6 A B ^ 2 := by ring
  rw [e1, e2, Real.sqrt_mul_self hD]
  ring

end

end DispersionReferenceAtom
```

Let R be the non-interacting pair of A and B. Additivity and symmetry give

C_AR = C_AA + C_AB
C_BR = C_AB + C_BB
C_RR = C_AA + 2 C_AB + C_BB

With D = C_AA C_BB − C_AB², which is nonnegative by the two-atom inequality, multiplying out gives P = Q = D and S = −D. Hence S = −√(PQ). The steps `e1` and `e2` compute P and Q, and `hD` ensures that √(D²) = D.

The equality is stated before division by C_RR, so it also holds when both lists are empty. If A or B has a transition, dividing shows that C_AB sits exactly at the lower end of the interval. The theorem concerns that end only, and its reference is a pair of atoms, which the type `Atom` admits as a list of transitions.

```lean
#print axioms DispersionReferenceAtom.c6_reference_bound
#print axioms DispersionReferenceAtom.c6_mem_interval
#print axioms DispersionReferenceAtom.lower_bound_attained
```

```
'DispersionReferenceAtom.c6_reference_bound' depends on axioms: [propext, Classical.choice, Quot.sound]
'DispersionReferenceAtom.c6_mem_interval' depends on axioms: [propext, Classical.choice, Quot.sound]
'DispersionReferenceAtom.lower_bound_attained' depends on axioms: [propext, Classical.choice, Quot.sound]
```
